# For any real s, some Gaussian (a/π)^(3/2) exp(−a r²) takes a given positive value at r = s/(2a)

The theorem concerns the three-dimensional Gaussian profile (a/π)^(3/2) exp(−a r²), whose integral over all space is one. Given a value n₀ > 0 and a real number s, it states that some a > 0 makes the profile equal to n₀ at r = s/(2a), a point that itself moves with a. In formulas, (a/π)^(3/2) exp(−s²/(4a)) = n₀ has a positive solution a; nothing is said about uniqueness. The attempt uses the intermediate value theorem: the left side is continuous for a > 0, is at most n₀ at a = π n₀^(2/3), and is to be shown at least n₀ at a larger parameter `u`.

The failing Lean file:

```lean
import Mathlib

open scoped Real ContDiff

namespace ExistsWidth

noncomputable section

/-- For every `n₀ > 0` and every real `s`, there is an `a > 0` for which the Gaussian profile
`(a/π)^(3/2) exp(-a r²)` equals `n₀` at `r = s/(2a)`, where `a r² = s²/(4a)`. -/
theorem exists_width {n₀ : ℝ} (hn : 0 < n₀) (s : ℝ) :
    ∃ a : ℝ, 0 < a ∧ (a / π) ^ (3 / 2 : ℝ) * Real.exp (-(s ^ 2 / (4 * a))) = n₀ := by
  have key : ∀ M : ℝ, 0 < M → (π * M ^ (2 / 3 : ℝ) / π) ^ (3 / 2 : ℝ) = M := by
    intro M hM
    rw [mul_div_cancel_left₀ _ Real.pi_ne_zero, ← Real.rpow_mul hM.le]
    norm_num
  have hc : ContinuousOn
      (fun a : ℝ => (a / π) ^ (3 / 2 : ℝ) * Real.exp (-(s ^ 2 / (4 * a)))) (Set.Ioi 0) := by
    intro a ha
    have ha' : a ≠ 0 := (show (0 : ℝ) < a from ha).ne'
    have h1 : ContinuousAt (fun a : ℝ => (a / π) ^ (3 / 2 : ℝ)) a :=
      (continuousAt_id.div_const π).rpow_const (Or.inr (by norm_num))
    have h2 : ContinuousAt (fun a : ℝ => Real.exp (-(s ^ 2 / (4 * a)))) a :=
      (continuousAt_const.div (continuousAt_const.mul continuousAt_id)
        (mul_ne_zero four_ne_zero ha')).neg.rexp
    exact (h1.mul h2).continuousWithinAt
  -- a diffuse Gaussian gives too small a value
  have hl : 0 < π * n₀ ^ (2 / 3 : ℝ) := by positivity
  have hlow : (π * n₀ ^ (2 / 3 : ℝ) / π) ^ (3 / 2 : ℝ) *
      Real.exp (-(s ^ 2 / (4 * (π * n₀ ^ (2 / 3 : ℝ))))) ≤ n₀ := by
    rw [key n₀ hn]
    exact mul_le_of_le_one_right hn.le
      (Real.exp_le_one_iff.mpr (neg_nonpos.mpr (by positivity)))
  -- a compact Gaussian gives too large a value
  obtain ⟨M, hMdef⟩ : ∃ M, M = n₀ * Real.exp (s ^ 2 / 4) := ⟨_, rfl⟩
  have hM : 0 < M := by rw [hMdef]; positivity
  have hp : 0 < π * M ^ (2 / 3 : ℝ) := by positivity
  obtain ⟨u, hu⟩ : ∃ u, u = π * M ^ (2 / 3 : ℝ) + 1 := ⟨_, rfl⟩
  have hu0 : 0 < u := by linarith
  have h1 : M ≤ (u / π) ^ (3 / 2 : ℝ) := by
    rw [← key M hM]
    refine Real.rpow_le_rpow (by positivity) ?_ (by norm_num)
    rw [key M hM]
    exact (div_le_div_iff_of_pos_right Real.pi_pos).mpr (by linarith)
  have h2 : Real.exp (-(s ^ 2 / 4)) ≤ Real.exp (-(s ^ 2 / (4 * u))) :=
    Real.exp_le_exp.mpr (neg_le_neg
      (div_le_div_of_nonneg_left (sq_nonneg s) (by norm_num) (by linarith)))
  have hup : n₀ ≤ (u / π) ^ (3 / 2 : ℝ) * Real.exp (-(s ^ 2 / (4 * u))) := by
    calc n₀ = M * Real.exp (-(s ^ 2 / 4)) := by
          rw [hMdef, mul_assoc, ← Real.exp_add, add_neg_cancel, Real.exp_zero, mul_one]
      _ ≤ _ := mul_le_mul h1 h2 (Real.exp_pos _).le (hM.le.trans h1)
  obtain ⟨a, ha, h⟩ := isPreconnected_Ioi.intermediate_value
    (show _ ∈ Set.Ioi (0 : ℝ) from hl) (show u ∈ Set.Ioi (0 : ℝ) from hu0) hc ⟨hlow, hup⟩
  exact ⟨a, ha, h⟩

end

end ExistsWidth
```

Messages:

```
Main.lean:43:8: error: Tactic `rewrite` failed: Did not find an occurrence of the pattern
  (π * M ^ (2 / 3) / π) ^ (3 / 2)
in the target expression
  π * M ^ (2 / 3) / π ≤ u / π

n₀ : ℝ
hn : 0 < n₀
s : ℝ
key : ∀ (M : ℝ), 0 < M → (π * M ^ (2 / 3) / π) ^ (3 / 2) = M
hc : ContinuousOn (fun a => (a / π) ^ (3 / 2) * rexp (-(s ^ 2 / (4 * a)))) (Set.Ioi 0)
hl : 0 < π * n₀ ^ (2 / 3)
hlow : (π * n₀ ^ (2 / 3) / π) ^ (3 / 2) * rexp (-(s ^ 2 / (4 * (π * n₀ ^ (2 / 3))))) ≤ n₀
M : ℝ
hMdef : M = n₀ * rexp (s ^ 2 / 4)
hM : 0 < M
hp : 0 < π * M ^ (2 / 3)
u : ℝ
hu : u = π * M ^ (2 / 3) + 1
hu0 : 0 < u
⊢ π * M ^ (2 / 3) / π ≤ u / π
```

The error is in the proof of `h1`, which says `M ≤ (u / π) ^ (3 / 2)`. The first rewrite, `rw [← key M hM]`, writes `M` as `(π * M ^ (2 / 3) / π) ^ (3 / 2)`, so that both sides are powers with exponent 3/2. `Real.rpow_le_rpow` then reduces the goal to an inequality between the bases, `π * M ^ (2 / 3) / π ≤ u / π`.

The next line, `rw [key M hM]`, looks for the whole power `(π * M ^ (2 / 3) / π) ^ (3 / 2)` in order to turn it back into `M`. The outer exponent is already gone, so the pattern does not occur and the rewrite fails.

The repair deletes that line. The goal it leaves is already of the form that `div_le_div_iff_of_pos_right` handles: the common divisor `π` is removed, and `linarith` proves `π * M ^ (2 / 3) ≤ u`, since `u` was defined as the left side plus one.

The two reworded comments have no effect on compilation, but the first rewording corrects a false statement. At `a = π n₀^(2/3)` the value is not always too small: for `s = 0` it is exactly `n₀`. The new comments state the non-strict bounds that `hlow` and `hup` express.

Lean accepts the file once it reads:

```diff
@@ -25,5 +25,5 @@
         (mul_ne_zero four_ne_zero ha')).neg.rexp
     exact (h1.mul h2).continuousWithinAt
-  -- a diffuse Gaussian gives too small a value
+  -- at `a = π n₀^(2/3)` the value is at most `n₀`
   have hl : 0 < π * n₀ ^ (2 / 3 : ℝ) := by positivity
   have hlow : (π * n₀ ^ (2 / 3 : ℝ) / π) ^ (3 / 2 : ℝ) *
@@ -32,5 +32,5 @@
     exact mul_le_of_le_one_right hn.le
       (Real.exp_le_one_iff.mpr (neg_nonpos.mpr (by positivity)))
-  -- a compact Gaussian gives too large a value
+  -- at a suitable larger parameter `u` the value is at least `n₀`
   obtain ⟨M, hMdef⟩ : ∃ M, M = n₀ * Real.exp (s ^ 2 / 4) := ⟨_, rfl⟩
   have hM : 0 < M := by rw [hMdef]; positivity
@@ -41,5 +41,4 @@
     rw [← key M hM]
     refine Real.rpow_le_rpow (by positivity) ?_ (by norm_num)
-    rw [key M hM]
     exact (div_le_div_iff_of_pos_right Real.pi_pos).mpr (by linarith)
   have h2 : Real.exp (-(s ^ 2 / 4)) ≤ Real.exp (-(s ^ 2 / (4 * u))) :=
```
